# Two levels at energy zero with a real coupling v have the canonical partition function 2 cosh(βv)

The theorem concerns a system with just two states, both at energy zero, coupled by a real matrix element v, so that its Hamiltonian H is the 2 × 2 matrix with zeros on the diagonal and v off it. It states that the trace of exp(−βH), the canonical partition function at inverse temperature β, equals 2 cosh(βv), and it does so for all real β and v. The proof writes −βH as UDU⁻¹, where D is diagonal with entries −βv and βv, and the columns of U are the symmetric and antisymmetric combinations (1, 1) and (1, −1), left unnormalised, so that U⁻¹ carries the factors of 1/2. The exponential then acts on D alone, U and U⁻¹ cancel under the trace, and the two exponentials that remain add up to 2 cosh(βv).

In Lean, a first try:

```lean
import Mathlib

open Filter Topology

namespace PartitionFunctionEq

noncomputable section

/-- The Hamiltonian of two degenerate levels at energy zero, coupled by a real matrix element `v`. -/
def hamiltonian (v : ℝ) : Matrix (Fin 2) (Fin 2) ℝ := !![0, v; v, 0]

/-- The canonical partition function, the trace of `exp (-β H)`. -/
def partitionFunction (β v : ℝ) : ℝ :=
  (NormedSpace.exp ((-β) • hamiltonian v)).trace

/-- The partition function of the coupled pair of levels is `2 cosh (β v)`. -/
theorem partitionFunction_eq (β v : ℝ) : partitionFunction β v = 2 * Real.cosh (β * v) := by
  -- the columns of `U` are the symmetric and antisymmetric combinations of the levels
  let U : (Matrix (Fin 2) (Fin 2) ℝ)ˣ :=
    ⟨!![1, 1; 1, -1], !![1/2, 1/2; 1/2, -1/2],
      by ext i j; fin_cases i <;> fin_cases j <;>
          norm_num [Matrix.mul_apply, Fin.sum_univ_succ],
      by ext i j; fin_cases i <;> fin_cases j <;>
          norm_num [Matrix.mul_apply, Fin.sum_univ_succ]⟩
  have hH : (-β) • hamiltonian v =
      (U : Matrix (Fin 2) (Fin 2) ℝ) * Matrix.diagonal ![-(β * v), β * v] *
        ((U⁻¹ : (Matrix (Fin 2) (Fin 2) ℝ)ˣ) : Matrix (Fin 2) (Fin 2) ℝ) := by
    change _ = !![1, 1; 1, -1] * Matrix.diagonal ![-(β * v), β * v] *
      !![1/2, 1/2; 1/2, -1/2]
    ext i j
    fin_cases i <;> fin_cases j <;>
      simp [hamiltonian, Matrix.mul_apply, Fin.sum_univ_succ, Matrix.diagonal] <;> ring
  rw [partitionFunction, hH, Matrix.exp_units_conj, Matrix.trace_mul_cycle, Units.inv_mul,
    one_mul, Matrix.exp_diagonal, Matrix.trace_diagonal, Fin.sum_univ_two, Real.cosh_eq]
  simp [← Real.exp_eq_exp_ℝ]
  ring

end

end PartitionFunctionEq
```

The compiler's answer:

```
Try this:
  [apply] ring_nf
  
  The `ring` tactic failed to close the goal. Use `ring_nf` to obtain a normal form.
    
  Note that `ring` works primarily in *commutative* rings. If you have a noncommutative ring, abelian group or module, consider using `noncomm_ring`, `abel` or `module` instead.
Try this:
  [apply] ring_nf
  
  The `ring` tactic failed to close the goal. Use `ring_nf` to obtain a normal form.
    
  Note that `ring` works primarily in *commutative* rings. If you have a noncommutative ring, abelian group or module, consider using `noncomm_ring`, `abel` or `module` instead.
Try this:
  [apply] ring_nf
  
  The `ring` tactic failed to close the goal. Use `ring_nf` to obtain a normal form.
    
  Note that `ring` works primarily in *commutative* rings. If you have a noncommutative ring, abelian group or module, consider using `noncomm_ring`, `abel` or `module` instead.
Try this:
  [apply] ring_nf
  
  The `ring` tactic failed to close the goal. Use `ring_nf` to obtain a normal form.
    
  Note that `ring` works primarily in *commutative* rings. If you have a noncommutative ring, abelian group or module, consider using `noncomm_ring`, `abel` or `module` instead.
Main.lean:27:76: error: unsolved goals
case «0».«0»
β v : ℝ
U : (Matrix (Fin 2) (Fin 2) ℝ)ˣ :=
  { val := !![1, 1; 1, -1], inv := !![1 / 2, 1 / 2; 1 / 2, -1 / 2], val_inv := ⋯, inv_val := ⋯ }
⊢ 0 =
    Matrix.vecHead (fun i j => if i = j then ![-(β * v), β * v] i else 0) 0 * (1 / 2) +
          Matrix.vecHead (Matrix.vecTail fun i j => if i = j then ![-(β * v), β * v] i else 0) 0 * (1 / 2) +
        Matrix.vecHead (fun i j => if i = j then ![-(β * v), β * v] i else 0) 1 * (1 / 2) +
      Matrix.vecHead (Matrix.vecTail fun i j => if i = j then ![-(β * v), β * v] i else 0) 1 * (1 / 2)

case «0».«1»
β v : ℝ
U : (Matrix (Fin 2) (Fin 2) ℝ)ˣ :=
  { val := !![1, 1; 1, -1], inv := !![1 / 2, 1 / 2; 1 / 2, -1 / 2], val_inv := ⋯, inv_val := ⋯ }
⊢ -(β * v) =
    Matrix.vecHead (fun i j => if i = j then ![-(β * v), β * v] i else 0) 0 * (1 / 2) +
          Matrix.vecHead (Matrix.vecTail fun i j => if i = j then ![-(β * v), β * v] i else 0) 0 * (1 / 2) +
        Matrix.vecHead (fun i j => if i = j then ![-(β * v), β * v] i else 0) 1 * (-1 / 2) +
      Matrix.vecHead (Matrix.vecTail fun i j => if i = j then ![-(β * v), β * v] i else 0) 1 * (-1 / 2)

case «1».«0»
β v : ℝ
U : (Matrix (Fin 2) (Fin 2) ℝ)ˣ :=
  { val := !![1, 1; 1, -1], inv := !![1 / 2, 1 / 2; 1 / 2, -1 / 2], val_inv := ⋯, inv_val := ⋯ }
⊢ -(β * v) =
    Matrix.vecHead (fun i j => if i = j then ![-(β * v), β * v] i else 0) 0 * (1 / 2) +
          Matrix.vecHead (Matrix.vecTail fun i j => if i = j then ![-(β * v), β * v] i else 0) 0 * (-1 / 2) +
        Matrix.vecHead (fun i j => if i = j then ![-(β * v), β * v] i else 0) 1 * (1 / 2) +
      Matrix.vecHead (Matrix.vecTail fun i j => if i = j then ![-(β * v), β * v] i else 0) 1 * (-1 / 2)

case «1».«1»
β v : ℝ
U : (Matrix (Fin 2) (Fin 2) ℝ)ˣ :=
  { val := !![1, 1; 1, -1], inv := !![1 / 2, 1 / 2; 1 / 2, -1 / 2], val_inv := ⋯, inv_val := ⋯ }
⊢ 0 =
    Matrix.vecHead (fun i j => if i = j then ![-(β * v), β * v] i else 0) 0 * (1 / 2) +
          Matrix.vecHead (Matrix.vecTail fun i j => if i = j then ![-(β * v), β * v] i else 0) 0 * (-1 / 2) +
        Matrix.vecHead (fun i j => if i = j then ![-(β * v), β * v] i else 0) 1 * (-1 / 2) +
      Matrix.vecHead (Matrix.vecTail fun i j => if i = j then ![-(β * v), β * v] i else 0) 1 * (1 / 2)
```

The error lies in `hH`, the step that checks −βH = UDU⁻¹ entry by entry. Given `Matrix.diagonal` to unfold, `simp` turned D into a function with an `if i = j` inside, and in multiplying out the product it left the entries of D as `Matrix.vecHead` and `Matrix.vecTail` of that function. `simp` can take the head or tail of a vector written out as a list, but here it had a bare function, so the entries were never evaluated. The four remaining equations are true, but `ring` does not look inside such terms and could not close them. Each "Try this: ring_nf" message reports one of these failures, and the error lists the four goals left open.

The repair first proves, as `hD`, that D equals the explicit matrix `!![-(β * v), 0; 0, β * v]`, and rewrites with it. `simp` can now read off the entries, and the check goes through. Dropping `Matrix.diagonal` from the later `simp` call is mere tidying, since after the rewrite the goal no longer contains it.

As a diff, the version that Lean accepts:

```diff
@@ -28,7 +28,11 @@
     change _ = !![1, 1; 1, -1] * Matrix.diagonal ![-(β * v), β * v] *
       !![1/2, 1/2; 1/2, -1/2]
+    have hD : Matrix.diagonal ![-(β * v), β * v] = !![-(β * v), 0; 0, β * v] := by
+      ext i j
+      fin_cases i <;> fin_cases j <;> simp [Matrix.diagonal]
+    rw [hD]
     ext i j
     fin_cases i <;> fin_cases j <;>
-      simp [hamiltonian, Matrix.mul_apply, Fin.sum_univ_succ, Matrix.diagonal] <;> ring
+      simp [hamiltonian, Matrix.mul_apply, Fin.sum_univ_succ] <;> ring
   rw [partitionFunction, hH, Matrix.exp_units_conj, Matrix.trace_mul_cycle, Units.inv_mul,
     one_mul, Matrix.exp_diagonal, Matrix.trace_diagonal, Fin.sum_univ_two, Real.cosh_eq]
```
